# Problem sheet: slope, asymptote and error bounds of the Breit-Rabi splitting for $|u| \le 1$

Take an electron spin $\tfrac12$ coupled to a nuclear spin $\tfrac12$ by an isotropic hyperfine interaction, a positive constant times the scalar product of the two spins, and the two states with total projection zero along the field. With the zero-field hyperfine splitting as energy unit and $x$ the reduced field, that is the Zeeman energy of the product state (electron up, nucleus down) minus that of (electron down, nucleus up) in this unit, which is proportional to the applied field, their Hamiltonian is $\tfrac12\begin{pmatrix} x & 1\\ 1 & -x\end{pmatrix}$ up to a constant, and the levels are separated by $\sqrt{1+x^2}$. At weak field $x^2$ is a small remainder on the square $1^2$, giving about $1 + x^2/2$. At strong field $1$ is a small remainder on $x^2$, giving about $x + 1/(2x)$.

For electronic angular momentum $\tfrac12$, nuclear spin $I$ and total projection $m$, set $u = 2m/(2I+1)$. Let $I \ge \tfrac12$, let the hyperfine coupling again be isotropic with a positive constant (a negative one replaces $u$ by $-u$), and let $x$ again be the difference of the Zeeman energies of the two product states of projection $m$. After removal of a shift common to both states, the diagonal entries inside the factor $\tfrac12$ become $\pm(x+u)$, the off-diagonal ones $\sqrt{1-u^2}$, and the splitting is
$$f(x) = \sqrt{1 + 2ux + x^2}.$$
The condition $|u| \le 1$ stands for $|m| \le I + \tfrac12$. This origin of $f$ is background that the file does not verify: it postulates $f$ as `gap u x`, with $u$ and $x$ arbitrary reals, and treats neither individual level energies nor eigenvectors. Lean's root of a negative number is $0$, which can occur only for $|u| > 1$.

```lean
import Mathlib

open Filter Topology

namespace BreitRabiRegimes

noncomputable section

/-- Breit-Rabi splitting in units of the zero-field hyperfine splitting, as a function of the
reduced field `x`, for reduced magnetic quantum number `u`. -/
def gap (u x : ℝ) : ℝ := √(1 + 2 * u * x + x ^ 2)
```

## (a) A remainder under the root

Show that $0 \le \sqrt{a^2+d} - a \le d/(2a)$ for $a > 0$, $d \ge 0$.

Put $s = \sqrt{a^2+d}$. Since $a^2 \le a^2 + d$, we have $a \le s$. With $d = s^2 - a^2$,
$$d - 2a(s-a) = s^2 - 2as + a^2 = (s-a)^2 \ge 0,$$
and division by $2a$ gives the upper bound. In Lean, `le_div_iff₀` clears the denominator and `nlinarith` receives the square $(s-a)^2$.

```lean
/-- Adding `d ≥ 0` under the root of `a ^ 2` with `a > 0` raises the root by an amount between
`0` and `d / (2 a)`. -/
theorem sqrt_shift {a d : ℝ} (ha : 0 < a) (hd : 0 ≤ d) :
    0 ≤ √(a ^ 2 + d) - a ∧ √(a ^ 2 + d) - a ≤ d / (2 * a) := by
  have h1 : a ≤ √(a ^ 2 + d) := (Real.le_sqrt' ha).2 (by linarith)
  have hs : √(a ^ 2 + d) ^ 2 = a ^ 2 + d := Real.sq_sqrt (by positivity)
  refine ⟨by linarith, ?_⟩
  rw [le_div_iff₀ (by positivity)]
  -- with s the root, d - 2 a (s - a) = (s - a) ^ 2
  nlinarith [sq_nonneg (√(a ^ 2 + d) - a)]
```

## (b) Linear Zeeman slope

Show that $f'(0) = u$ for every real $u$.

The radicand $g(x) = 1 + 2ux + x^2$ has $g(0) = 1$ and $g'(0) = 2u$, so $f'(0) = g'(0)/(2\sqrt{g(0)}) = u$. The statement `HasDerivAt (gap u) u 0` is two-sided in $x$, negative $x$ being a reversed field. The step `h.sqrt` is the chain rule and needs $g(0) \ne 0$.

```lean
/-- Linear Zeeman regime: the slope of the splitting at zero field is `u`. -/
theorem hasDerivAt_gap_zero (u : ℝ) : HasDerivAt (gap u) u 0 := by
  have h : HasDerivAt (fun x : ℝ => 1 + 2 * u * x + x ^ 2) (2 * u) 0 :=
    ((((hasDerivAt_id' (0 : ℝ)).const_mul (2 * u)).const_add 1).fun_add
      (hasDerivAt_pow 2 (0 : ℝ))).congr_deriv (by simp)
  exact (h.sqrt (by norm_num)).congr_deriv (by simp)
```

## (c) Error of the line $1 + ux$

For $|u| \le 1$ and $1 + ux > 0$, show that $0 \le f - (1+ux) \le (1-u^2)x^2/(2(1+ux))$.

Expanding $(1+ux)^2 = 1 + 2ux + u^2x^2$ gives $g = (1+ux)^2 + (1-u^2)x^2$. Apply (a) with $a = 1+ux$ and $d = (1-u^2)x^2$, which is nonnegative because $u^2 \le 1$. The identity is `e` and the sign of $1-u^2$ is `hd`.

```lean
/-- For `|u| ≤ 1` and `1 + u x > 0` the splitting lies above the line `1 + u x` by at most
`(1 - u ^ 2) x ^ 2 / (2 (1 + u x))`. -/
theorem weak_field_bound {u x : ℝ} (hu : |u| ≤ 1) (hx : 0 < 1 + u * x) :
    0 ≤ gap u x - (1 + u * x) ∧
      gap u x - (1 + u * x) ≤ (1 - u ^ 2) * x ^ 2 / (2 * (1 + u * x)) := by
  have hd : 0 ≤ 1 - u ^ 2 := by
    obtain ⟨h1, h2⟩ := abs_le.1 hu
    nlinarith
  have e : 1 + 2 * u * x + x ^ 2 = (1 + u * x) ^ 2 + (1 - u ^ 2) * x ^ 2 := by ring
  unfold gap
  rw [e]
  exact sqrt_shift hx (mul_nonneg hd (sq_nonneg x))
```

## (d) Quadratic Zeeman coefficient

For every real $u$, show that $(f - 1 - ux)/x^2 \to (1-u^2)/2$ as $x \to 0$, $x \ne 0$.

Near $x = 0$ the radicand is positive, so $f^2 = g$ and $(f - 1 - ux)(f + 1 + ux) = (1-u^2)x^2$. Hence
$$\frac{f - 1 - ux}{x^2} = \frac{1-u^2}{f + 1 + ux},$$
and the denominator tends to $2$ by continuity (`hden`). The filter `𝓝[≠] 0` is approach to zero from both sides through nonzero $x$. The limit `hlim` of the right side is carried to the left by `congr'` on the region where radicand and denominator are positive.

```lean
/-- Quadratic Zeeman coefficient: the deviation of the splitting from `1 + u x`, divided by
`x ^ 2`, tends to `(1 - u ^ 2) / 2` as the nonzero field `x` tends to zero. -/
theorem quadratic_zeeman (u : ℝ) :
    Tendsto (fun x => (gap u x - (1 + u * x)) / x ^ 2) (𝓝[≠] 0) (𝓝 ((1 - u ^ 2) / 2)) := by
  have hden : Tendsto (fun x => gap u x + (1 + u * x)) (𝓝 0) (𝓝 2) := by
    have hc : Continuous (fun x => gap u x + (1 + u * x)) := by
      unfold gap
      fun_prop
    exact hc.tendsto' 0 2 (by norm_num [gap])
  have hrad : Tendsto (fun x : ℝ => 1 + 2 * u * x + x ^ 2) (𝓝 0) (𝓝 1) := by
    have hc : Continuous (fun x : ℝ => 1 + 2 * u * x + x ^ 2) := by fun_prop
    exact hc.tendsto' 0 1 (by norm_num)
  have hlim : Tendsto (fun x => (1 - u ^ 2) / (gap u x + (1 + u * x))) (𝓝[≠] 0)
      (𝓝 ((1 - u ^ 2) / 2)) :=
    (tendsto_const_nhds.div hden (by norm_num)).mono_left nhdsWithin_le_nhds
  refine hlim.congr' ?_
  have h1 := (hden.eventually (lt_mem_nhds (by norm_num : (0 : ℝ) < 2))).filter_mono
    (nhdsWithin_le_nhds (s := {0}ᶜ))
  have h2 := (hrad.eventually (lt_mem_nhds (by norm_num : (0 : ℝ) < 1))).filter_mono
    (nhdsWithin_le_nhds (s := {0}ᶜ))
  filter_upwards [h1, h2, self_mem_nhdsWithin] with x hx1 hx2 hx0
  have hx : x ≠ 0 := hx0
  have hs : gap u x ^ 2 = 1 + 2 * u * x + x ^ 2 := Real.sq_sqrt hx2.le
  -- rationalise: (f - 1 - u x) (f + 1 + u x) = (1 - u ^ 2) x ^ 2
  rw [div_eq_div_iff hx1.ne' (pow_ne_zero 2 hx)]
  linear_combination -hs
```

## (e) Error of the line $x + u$

For $|u| \le 1$ and $x + u > 0$, show that $0 \le f - x - u \le (1-u^2)/(2(x+u))$.

Completing the square in $x$ gives $g = (x+u)^2 + (1-u^2)$. Apply (a) with $a = x+u$ and $d = 1-u^2$; the code repeats (c) with this second identity. For $u = 0$, $x = 10$ the bound is $0.05$.

```lean
/-- For `|u| ≤ 1` and `x + u > 0` the splitting lies above the line `x + u` by at most
`(1 - u ^ 2) / (2 (x + u))`. -/
theorem strong_field_bound {u x : ℝ} (hu : |u| ≤ 1) (hx : 0 < x + u) :
    0 ≤ gap u x - x - u ∧ gap u x - x - u ≤ (1 - u ^ 2) / (2 * (x + u)) := by
  have hd : 0 ≤ 1 - u ^ 2 := by
    obtain ⟨h1, h2⟩ := abs_le.1 hu
    nlinarith
  have e : 1 + 2 * u * x + x ^ 2 = (x + u) ^ 2 + (1 - u ^ 2) := by ring
  unfold gap
  rw [e, sub_sub]
  exact sqrt_shift hx hd
```

## (f) When the asymptote is exact

For $x + u > 0$, show that $f = x + u$ if and only if $u = \pm 1$.

Because $x+u$ is positive, $f = x+u$ is equivalent to $(x+u)^2 = g$, which reduces to $u^2 = 1$. The two rewrites turn both sides into polynomial equations, and `linear_combination` subtracts them. The values $u = \pm1$ belong to the stretched states $m = \pm(I+\tfrac12)$, which have no partner to mix with, so $f$ there is not the splitting of a pair.

```lean
/-- For `x + u > 0` the value `gap u x` equals `x + u` exactly when `u = 1` or `u = -1`. -/
theorem gap_eq_asymptote_iff {u x : ℝ} (hx : 0 < x + u) :
    gap u x = x + u ↔ u = 1 ∨ u = -1 := by
  unfold gap
  rw [Real.sqrt_eq_iff_mul_self_eq_of_pos hx, ← mul_self_eq_one_iff]
  constructor
  · intro h
    linear_combination h
  · intro h
    linear_combination h
```

## (g) Vanishing deviation at infinite field

For $|u| \le 1$, show that $e(x) = f - x - u \to 0$ as $x \to \infty$.

For $x > -u$, part (e) places $e$ between $0$ and $(1-u^2)/(2(x+u))$, a constant over a diverging denominator. `atTop` is $x \to +\infty$, `h2` is the limit of the bound, and `squeeze_zero'` concludes.

```lean
/-- For `|u| ≤ 1` the deviation of the splitting from the line `x + u` vanishes as the field
tends to infinity. -/
theorem deviation_tendsto_zero {u : ℝ} (hu : |u| ≤ 1) :
    Tendsto (fun x => gap u x - x - u) atTop (𝓝 0) := by
  have h1 : Tendsto (fun x : ℝ => 2 * (x + u)) atTop atTop :=
    (tendsto_atTop_add_const_right atTop u tendsto_id).const_mul_atTop two_pos
  have h2 : Tendsto (fun x : ℝ => (1 - u ^ 2) / (2 * (x + u))) atTop (𝓝 0) :=
    tendsto_const_nhds.div_atTop h1
  -- squeeze between zero and the strong-field bound
  refine squeeze_zero' ?_ ?_ h2
  · filter_upwards [eventually_gt_atTop (-u)] with x hx
    exact (strong_field_bound hu (by linarith)).1
  · filter_upwards [eventually_gt_atTop (-u)] with x hx
    exact (strong_field_bound hu (by linarith)).2
```

## (h) The $1/x$ correction

For $|u| \le 1$, show that $x\,e(x) \to (1-u^2)/2$ as $x \to \infty$.

Square $f = (x+u) + e$ and compare with (e): $2(x+u)e + e^2 = 1-u^2$. Solving for $xe$,
$$x e = \tfrac12\,(1 - u^2 - e^2) - u e,$$
and $e \to 0$ by (g). The identity is `key`, valid for all $x$ since the radicand is nonnegative; `h` inserts the limit of $e$. The coefficient is the one that appears in the bound of (e).

```lean
/-- For `|u| ≤ 1` the deviation of the splitting from `x + u`, multiplied by the field `x`,
tends to `(1 - u ^ 2) / 2` as the field tends to infinity. -/
theorem strong_field_second_order {u : ℝ} (hu : |u| ≤ 1) :
    Tendsto (fun x => x * (gap u x - x - u)) atTop (𝓝 ((1 - u ^ 2) / 2)) := by
  have he := deviation_tendsto_zero hu
  have hd : 0 ≤ 1 - u ^ 2 := by
    obtain ⟨h1, h2⟩ := abs_le.1 hu
    nlinarith
  -- with e the deviation, x e = (1 - u ^ 2 - e ^ 2) / 2 - u e
  have key : ∀ x, (1 - u ^ 2 - (gap u x - x - u) ^ 2) / 2 - u * (gap u x - x - u)
      = x * (gap u x - x - u) := by
    intro x
    have hs : gap u x ^ 2 = 1 + 2 * u * x + x ^ 2 :=
      Real.sq_sqrt (by nlinarith [sq_nonneg (x + u)])
    linear_combination (-1 / 2 : ℝ) * hs
  have h : Tendsto
      (fun x => (1 - u ^ 2 - (gap u x - x - u) ^ 2) / 2 - u * (gap u x - x - u)) atTop
      (𝓝 ((1 - u ^ 2 - 0 ^ 2) / 2 - u * 0)) :=
    ((tendsto_const_nhds.sub (he.pow 2)).div_const 2).sub (he.const_mul u)
  have e0 : (1 - u ^ 2 - 0 ^ 2) / 2 - u * 0 = (1 - u ^ 2) / 2 := by ring
  rw [e0] at h
  exact h.congr key
```

## (i) Both regimes together

For $|u| \le 1$, show that $f'(0) = u$, that $f - x \to u$ as $x \to \infty$, and that the bounds of (e) hold for all $x > 1$.

The slope is (b). Adding $u$ to (g) gives the limit. From $x > 1$ and $u \ge -1$ follows $x + u > 0$, so (e) applies with one field threshold for every admissible $u$. For an isolated atom with electronic angular momentum $\tfrac12$ whose pair of levels follows $f$, the last clause bounds the error of replacing the splitting by its Paschen-Back line $x + u$.

```lean
/-- The two regimes of the Breit-Rabi splitting for `|u| ≤ 1`: slope `u` at zero field, and
`gap u x - x → u` at infinite field, with a deviation between `0` and
`(1 - u ^ 2) / (2 (x + u))` for `x > 1`. -/
theorem breit_rabi_regimes {u : ℝ} (hu : |u| ≤ 1) :
    HasDerivAt (gap u) u 0 ∧
      Tendsto (fun x => gap u x - x) atTop (𝓝 u) ∧
      ∀ x, 1 < x →
        0 ≤ gap u x - x - u ∧ gap u x - x - u ≤ (1 - u ^ 2) / (2 * (x + u)) := by
  refine ⟨hasDerivAt_gap_zero u, ?_, fun x hx => ?_⟩
  · have h := (deviation_tendsto_zero hu).add_const u
    rw [zero_add] at h
    exact h.congr (fun x => by ring)
  · have h1 := (abs_le.1 hu).1
    exact strong_field_bound hu (by linarith)

end

end BreitRabiRegimes
```

```lean
#print axioms BreitRabiRegimes.quadratic_zeeman
#print axioms BreitRabiRegimes.gap_eq_asymptote_iff
#print axioms BreitRabiRegimes.strong_field_second_order
#print axioms BreitRabiRegimes.breit_rabi_regimes
```

```
'BreitRabiRegimes.quadratic_zeeman' depends on axioms: [propext, Classical.choice, Quot.sound]
'BreitRabiRegimes.gap_eq_asymptote_iff' depends on axioms: [propext, Classical.choice, Quot.sound]
'BreitRabiRegimes.strong_field_second_order' depends on axioms: [propext, Classical.choice, Quot.sound]
'BreitRabiRegimes.breit_rabi_regimes' depends on axioms: [propext, Classical.choice, Quot.sound]
```
